# The single-spin pair ICOHP of a projector density matrix in an orthonormal basis is at most |H_mn|

Two localised orbitals $m$ and $n$ are coupled by a Hamiltonian element $H_{mn}$, and a bonding analysis assigns the pair an integrated crystal orbital Hamilton population (ICOHP). Other orbitals compete for the same electrons. How negative can the ICOHP become for a given coupling, and what does reaching the limit say about the other bonds?

For a single-determinant state in a finite orthonormal basis, the size of the single-spin ICOHP, with both orders of the pair counted, is at most $|H_{mn}|$. A nonzero coupling reaches this limit only if, in that spin channel, both orbitals are half filled and neither has any bond order to a third orbital. A reported value above $|H_{mn}|$ therefore points to a different counting convention or to a departure from this model.

## A Hermitian projector in an orthonormal basis

Let $P$ be the one-spin density matrix, with populations $P_{mm}$ and bond orders $P_{mn}$. Hermiticity, $P_{km}=\overline{P_{mk}}$, makes populations real. Idempotency, $P^2=P$, says that every natural spin orbital is either full or empty, as in a single determinant.

In Lean 4 with Mathlib:

```lean
import Mathlib

open Matrix

namespace ICOHPSaturation

noncomputable section

variable {ι : Type*} [Fintype ι] [DecidableEq ι]

/-- A one-spin density matrix in an orthonormal orbital basis: a Hermitian projector. -/
structure IsDensityProjector (P : Matrix ι ι ℂ) : Prop where
  herm : P.IsHermitian
  idem : P * P = P
```

The finite type `ι` labels the orbitals. Orthonormality has no field of its own: it enters through the form of `idem`, since with an overlap matrix $S$ the condition would be $PSP=P$.

Dropping an assumption entirely can break the bound $|P_{mn}|\le 1/2$. The first two examples are algebraic and are not physical density matrices (the first for $x\ne0$):

- Without Hermiticity, $\begin{pmatrix}1&x\\0&0\end{pmatrix}$ is idempotent for every $x$.
- Without idempotency, $\begin{pmatrix}0&1\\1&0\end{pmatrix}$ is Hermitian with an off-diagonal element of 1, but one of its occupations is $-1$. Fractional occupations between 0 and 1 do not break the bound, since then $P-P^2$ is still positive semidefinite.
- With overlap $0<s<1$, filling the normalised antisymmetric combination of two orbitals gives $|P_{mn}|=1/(2(1-s))>1/2$.

The ICOHP counts both orders of the pair,
$$I_{mn}=\mathrm{Re}(P_{mn}H_{nm}+P_{nm}H_{mn}),$$
and negative values are bonding. Counting one order only would halve the limit; adding two equal spin channels would double it.

```lean
/-- The single-spin ICOHP of the orbital pair `m`, `n`, with both orders of the pair counted. -/
def pairICOHP (P H : Matrix ι ι ℂ) (m n : ι) : ℝ :=
  (P m n * H n m + P n m * H m n).re
```

The following vector describes a two-centre orbital. It is unnormalised; for $|c|=1$ the normalised orbital is $(|m\rangle+c|n\rangle)/\sqrt2$.

```lean
/-- The two-centre orbital with amplitude `1` added on `m` and amplitude `c` added on `n`. -/
def pairOrbital (m n : ι) (c : ℂ) : ι → ℂ := Pi.single m 1 + Pi.single n c
```

## Two different orbitals

The condition $m\ne n$ separates a bond from an on-site term. The diagonal of $P^2=P$ reads
$$P_{mm}=\sum_k P_{mk}P_{km}=\sum_k|P_{mk}|^2.$$
Splitting off $k=m$ and $k=n$, and using $P_{mm}-P_{mm}^2=\frac14-(P_{mm}-\frac12)^2$, gives
$$|P_{mn}|^2+\left(P_{mm}-\tfrac12\right)^2+\sum_{k\ne m,n}|P_{mk}|^2=\tfrac14.$$
With only two orbitals the last sum is empty.

```lean
/-- For two different orbitals `m` and `n`, the squared modulus of their bond order, the squared
deviation of the population of `m` from one half, and the squared moduli of the bond orders of `m`
to all other orbitals add up to one quarter. -/
theorem bond_order_budget {P : Matrix ι ι ℂ} (hP : IsDensityProjector P) {m n : ι}
    (hmn : m ≠ n) :
    ‖P m n‖ ^ 2 + ((P m m).re - 1 / 2) ^ 2
      + ∑ k ∈ (Finset.univ.erase m).erase n, ‖P m k‖ ^ 2 = 1 / 4 := by
  -- the diagonal element of P² = P
  have h0 : (P m m).re = ∑ k, ‖P m k‖ ^ 2 := by
    have h : ((P * P) m m).re = (P m m).re := by rw [hP.idem]
    rw [Matrix.mul_apply, Complex.re_sum] at h
    rw [← h]
    refine Finset.sum_congr rfl fun k _ => ?_
    rw [← hP.herm.apply k m, Complex.sq_norm, Complex.normSq_apply]
    simp only [Complex.star_def, Complex.mul_re, Complex.conj_re, Complex.conj_im]
    ring
  have him : -(P m m).im = (P m m).im := congrArg Complex.im (hP.herm.apply m m)
  have him0 : (P m m).im = 0 := by linarith
  have h3 : ‖P m m‖ ^ 2 = (P m m).re ^ 2 := by
    rw [Complex.sq_norm, Complex.normSq_apply, him0]
    ring
  -- split off the terms k = m and k = n
  have h1 : ‖P m m‖ ^ 2 + ∑ k ∈ Finset.univ.erase m, ‖P m k‖ ^ 2 = ∑ k, ‖P m k‖ ^ 2 :=
    Finset.add_sum_erase Finset.univ (fun k => ‖P m k‖ ^ 2) (Finset.mem_univ m)
  have h2 : ‖P m n‖ ^ 2 + ∑ k ∈ (Finset.univ.erase m).erase n, ‖P m k‖ ^ 2
      = ∑ k ∈ Finset.univ.erase m, ‖P m k‖ ^ 2 :=
    Finset.add_sum_erase (Finset.univ.erase m) (fun k => ‖P m k‖ ^ 2)
      (Finset.mem_erase.2 ⟨hmn.symm, Finset.mem_univ n⟩)
  linear_combination h2 + h1 - h0 - h3
```

In the proof, `h0` is the diagonal identity. `h1` and `h2` split the sum, and `h2` needs `hmn` so that $n$ is still present after $m$ has been removed. The final `linear_combination` completes the square.

All terms are nonnegative, so $|P_{mn}|^2\le1/4$. The next proof passes these signs to `nlinarith`. For $m=n$ the bound fails, because a filled orbital has $P_{mm}=1$.

```lean
/-- An off-diagonal element of a one-spin density matrix has modulus at most one half. -/
theorem norm_bond_order_le_half {P : Matrix ι ι ℂ} (hP : IsDensityProjector P) {m n : ι}
    (hmn : m ≠ n) : ‖P m n‖ ≤ 1 / 2 := by
  have hb := bond_order_budget hP hmn
  have hS : 0 ≤ ∑ k ∈ (Finset.univ.erase m).erase n, ‖P m k‖ ^ 2 :=
    Finset.sum_nonneg fun k _ => sq_nonneg _
  nlinarith [sq_nonneg ((P m m).re - 1 / 2), norm_nonneg (P m n)]
```

## A bond order of modulus one half

The hypothesis `hs` says that the pair uses the whole budget of one quarter. The other terms must then vanish, so $P_{mm}=1/2$ and $P_{mk}=0$ for every third orbital $k$. Since $|P_{nm}|=|P_{mn}|$, the same argument applies to row $n$. Below saturation, the budget leaves room for unequal populations and for bonds to other orbitals.

```lean
/-- If the bond order of a pair has modulus one half, both orbitals are half filled and neither
has any bond order to a third orbital. -/
theorem saturated_pair_decouples {P : Matrix ι ι ℂ} (hP : IsDensityProjector P) {m n : ι}
    (hmn : m ≠ n) (hs : ‖P m n‖ = 1 / 2) :
    P m m = 1 / 2 ∧ P n n = 1 / 2 ∧ ∀ k, k ≠ m → k ≠ n → P m k = 0 ∧ P n k = 0 := by
  -- one row at a time: every other term of the budget must vanish
  have row : ∀ a b : ι, a ≠ b → ‖P a b‖ = 1 / 2 →
      P a a = 1 / 2 ∧ ∀ k, k ≠ a → k ≠ b → P a k = 0 := by
    intro a b hab h
    have hb := bond_order_budget hP hab
    rw [h] at hb
    have hS : 0 ≤ ∑ k ∈ (Finset.univ.erase a).erase b, ‖P a k‖ ^ 2 :=
      Finset.sum_nonneg fun k _ => sq_nonneg _
    have hq := sq_nonneg ((P a a).re - 1 / 2)
    have hq0 : ((P a a).re - 1 / 2) ^ 2 = 0 := by linarith
    have hS0 : ∑ k ∈ (Finset.univ.erase a).erase b, ‖P a k‖ ^ 2 = 0 := by linarith
    have hre := (pow_eq_zero_iff two_ne_zero).1 hq0
    have him : -(P a a).im = (P a a).im := congrArg Complex.im (hP.herm.apply a a)
    have e : P a a = ((1 / 2 : ℝ) : ℂ) :=
      Complex.ext (by rw [Complex.ofReal_re]; linarith) (by rw [Complex.ofReal_im]; linarith)
    refine ⟨by rw [e]; norm_num, fun k hka hkb => ?_⟩
    have hk := (Finset.sum_eq_zero_iff_of_nonneg fun k _ => sq_nonneg ‖P a k‖).1 hS0 k
      (Finset.mem_erase.2 ⟨hkb, Finset.mem_erase.2 ⟨hka, Finset.mem_univ k⟩⟩)
    exact norm_eq_zero.1 ((pow_eq_zero_iff two_ne_zero).1 hk)
  have hs' : ‖P n m‖ = 1 / 2 := by rw [← hP.herm.apply n m, norm_star, hs]
  obtain ⟨h1, h2⟩ := row m n hmn hs
  obtain ⟨h3, h4⟩ := row n m hmn.symm hs'
  exact ⟨h1, h3, fun k hm hn => ⟨h2 k hm hn, h4 k hn hm⟩⟩
```

The local statement `row` treats one row, and the proof applies it twice, with $m$ and $n$ exchanged the second time.

Saturation also identifies the occupied orbital on the pair. Put $c=2P_{nm}$, so $|c|=1$, and let $v=|m\rangle+c|n\rangle$. Then
$$(Pv)_m=\tfrac12+2P_{mn}P_{nm}=1,\qquad (Pv)_n=P_{nm}+\tfrac12c=c,$$
and all other components vanish. Replacing $c$ by $-c$ gives zero on both centres. Thus $(|m\rangle+2P_{nm}|n\rangle)/\sqrt2$ is full and its opposite-sign partner is empty.

```lean
/-- At saturation the density matrix leaves one two-centre orbital on the pair unchanged and
annihilates the partner with the opposite relative sign. -/
theorem saturated_pair_orbitals {P : Matrix ι ι ℂ} (hP : IsDensityProjector P) {m n : ι}
    (hmn : m ≠ n) (hs : ‖P m n‖ = 1 / 2) :
    P *ᵥ pairOrbital m n (2 * P n m) = pairOrbital m n (2 * P n m) ∧
      P *ᵥ pairOrbital m n (-(2 * P n m)) = 0 := by
  obtain ⟨hm, hn, ho⟩ := saturated_pair_decouples hP hmn hs
  have hprod : P m n * P n m = 1 / 4 := by
    rw [← hP.herm.apply n m, Complex.star_def, Complex.mul_conj, Complex.normSq_eq_norm_sq, hs]
    norm_num
  have act : ∀ (c : ℂ) (k : ι), (P *ᵥ pairOrbital m n c) k = P k m + P k n * c := by
    intro c k
    simp [pairOrbital, Matrix.mulVec_add, Matrix.mulVec_single]
    ring
  have vm : ∀ c : ℂ, pairOrbital m n c m = 1 := fun c => by simp [pairOrbital, hmn]
  have vn : ∀ c : ℂ, pairOrbital m n c n = c := fun c => by simp [pairOrbital, hmn.symm]
  have far : ∀ k, k ≠ m → k ≠ n → P k m = 0 ∧ P k n = 0 := fun k h1 h2 => by
    rw [← hP.herm.apply k m, ← hP.herm.apply k n, (ho k h1 h2).1, (ho k h1 h2).2]
    simp
  -- compare amplitudes on m, on n, and on any other orbital
  constructor
  · ext k
    rw [act]
    by_cases h1 : k = m
    · rw [h1, vm, hm]
      linear_combination 2 * hprod
    by_cases h2 : k = n
    · rw [h2, vn, hn]
      ring
    · rw [(far k h1 h2).1, (far k h1 h2).2]
      simp [pairOrbital, h1, h2]
  · ext k
    rw [act, Pi.zero_apply]
    by_cases h1 : k = m
    · rw [h1, hm]
      linear_combination (-2) * hprod
    by_cases h2 : k = n
    · rw [h2, hn]
      ring
    · rw [(far k h1 h2).1, (far k h1 h2).2]
      ring
```

Here `hprod` is $P_{mn}P_{nm}=1/4$, `act` computes the matrix-vector product, and the case splits compare amplitudes on $m$, on $n$ and elsewhere.

## A Hermitian Hamiltonian

Hermiticity of $H$ ties the two directions of hopping together, $H_{nm}=\overline{H_{mn}}$. The two terms of the ICOHP are then complex conjugates:
$$I_{mn}=2\,\mathrm{Re}(P_{mn}\overline{H_{mn}}),\qquad |I_{mn}|\le2|P_{mn}||H_{mn}|.$$

```lean
omit [Fintype ι] [DecidableEq ι] in
/-- For Hermitian matrices the pair ICOHP is twice the real part of `P m n` times the conjugate
of `H m n`. -/
theorem pairICOHP_eq {P H : Matrix ι ι ℂ} (hP : P.IsHermitian) (hH : H.IsHermitian) (m n : ι) :
    pairICOHP P H m n = 2 * (P m n * star (H m n)).re := by
  unfold pairICOHP
  rw [← hP.apply n m, ← hH.apply n m]
  simp only [Complex.star_def, Complex.add_re, Complex.mul_re, Complex.conj_re, Complex.conj_im]
  ring

omit [Fintype ι] [DecidableEq ι] in
/-- The size of the pair ICOHP is at most twice the modulus of the bond order times the modulus
of the Hamiltonian element. -/
theorem abs_pairICOHP_le_bond_order {P H : Matrix ι ι ℂ} (hP : P.IsHermitian)
    (hH : H.IsHermitian) (m n : ι) : |pairICOHP P H m n| ≤ 2 * ‖P m n‖ * ‖H m n‖ := by
  have h := Complex.abs_re_le_norm (P m n * star (H m n))
  rw [norm_mul, norm_star] at h
  rw [pairICOHP_eq hP hH, abs_mul, abs_two]
  linarith
```

The first proof rewrites both reversed elements as conjugates and compares real parts. The second uses the fact that a real part is no larger than the modulus. Without Hermiticity of $H$, $H_{mn}=0$ and $H_{nm}=1$ could give a nonzero ICOHP although $|H_{mn}|=0$.

Nothing else relates $H$ to $P$: they need not commute, and $P$ need not be the ground state of $H$.

## A nonzero coupling

Combining the last inequality with $|P_{mn}|\le1/2$ gives $|I_{mn}|\le|H_{mn}|$. If equality holds and $H_{mn}\ne0$, dividing $|H_{mn}|\le2|P_{mn}||H_{mn}|$ by $|H_{mn}|$ gives $|P_{mn}|\ge1/2$, so the bond order is saturated. If $H_{mn}=0$, both sides of the limit are zero for every $P$, and equality carries no information about the density matrix.

```lean
/-- The single-spin pair ICOHP is at most `|H m n|` in size. If it reaches this size and `H m n`
is nonzero, both orbitals are half filled and have no bond order to any third orbital. -/
theorem pairICOHP_saturation {P H : Matrix ι ι ℂ} (hP : IsDensityProjector P)
    (hH : H.IsHermitian) {m n : ι} (hmn : m ≠ n) :
    |pairICOHP P H m n| ≤ ‖H m n‖ ∧
      (H m n ≠ 0 → |pairICOHP P H m n| = ‖H m n‖ →
        P m m = 1 / 2 ∧ P n n = 1 / 2 ∧ ∀ k, k ≠ m → k ≠ n → P m k = 0 ∧ P n k = 0) := by
  have hb := abs_pairICOHP_le_bond_order hP.herm hH m n
  have hx := norm_bond_order_le_half hP hmn
  constructor
  · nlinarith [mul_le_mul_of_nonneg_right hx (norm_nonneg (H m n))]
  · intro h0 hI
    rw [hI] at hb
    have hge : 1 / 2 ≤ ‖P m n‖ :=
      le_of_mul_le_mul_right (by linarith : 1 / 2 * ‖H m n‖ ≤ ‖P m n‖ * ‖H m n‖)
        (norm_pos_iff.2 h0)
    exact saturated_pair_decouples hP hmn (le_antisymm hx hge)
```

The first part of the theorem needs no condition on the coupling. In the second, `norm_pos_iff` turns `h0` into the positivity needed for the division, and `saturated_pair_decouples` supplies the conclusion.

Equality in size allows either sign. The bonding limit also fixes the phase. Expanding a square gives
$$\left|2|H_{mn}|P_{mn}+H_{mn}\right|^2=4|H_{mn}|^2|P_{mn}|^2+|H_{mn}|^2+2|H_{mn}|I_{mn}.$$
If $I_{mn}=-|H_{mn}|$, the right side is $-4|H_{mn}|^2(\frac14-|P_{mn}|^2)\le0$, so the square vanishes and $2|H_{mn}|P_{mn}=-H_{mn}$.

Conversely, that equation makes the left side zero, and its modulus gives $2|H_{mn}||P_{mn}|=|H_{mn}|$. Hence $0=2|H_{mn}|^2+2|H_{mn}|I_{mn}$. For $H_{mn}\ne0$ this yields $I_{mn}=-|H_{mn}|$; for $H_{mn}=0$ the general bound gives $I_{mn}=0$.

```lean
/-- The pair ICOHP equals `-|H m n|` exactly when `2 |H m n| P m n = -H m n`. -/
theorem pairICOHP_eq_neg_norm_iff {P H : Matrix ι ι ℂ} (hP : IsDensityProjector P)
    (hH : H.IsHermitian) {m n : ι} (hmn : m ≠ n) :
    pairICOHP P H m n = -‖H m n‖ ↔ 2 * (‖H m n‖ : ℂ) * P m n = -H m n := by
  have expand : ∀ (r : ℝ) (p h : ℂ), ‖2 * (r : ℂ) * p + h‖ ^ 2
      = 4 * r ^ 2 * ‖p‖ ^ 2 + ‖h‖ ^ 2 + 2 * r * (2 * (p * star h).re) := by
    intro r p h
    simp only [Complex.sq_norm, Complex.normSq_apply, Complex.add_re, Complex.add_im,
      Complex.mul_re, Complex.mul_im, Complex.ofReal_re, Complex.ofReal_im, Complex.star_def,
      Complex.conj_re, Complex.conj_im, Complex.re_ofNat, Complex.im_ofNat]
    ring
  have key := expand ‖H m n‖ (P m n) (H m n)
  rw [← pairICOHP_eq hP.herm hH] at key
  have hx := norm_bond_order_le_half hP hmn
  constructor
  · intro hI
    rw [hI] at key
    have hx2 : 0 ≤ 1 / 4 - ‖P m n‖ ^ 2 := by nlinarith [norm_nonneg (P m n)]
    have hz : ‖2 * (‖H m n‖ : ℂ) * P m n + H m n‖ ^ 2 = 0 :=
      le_antisymm (by rw [key]; nlinarith [mul_nonneg (sq_nonneg ‖H m n‖) hx2]) (sq_nonneg _)
    exact eq_neg_of_add_eq_zero_left (norm_eq_zero.1 ((pow_eq_zero_iff two_ne_zero).1 hz))
  · intro h
    have hn : ‖2 * (‖H m n‖ : ℂ) * P m n‖ = ‖-H m n‖ := by rw [h]
    have h2 : ‖(2 : ℂ)‖ = 2 := by norm_num
    rw [norm_neg, norm_mul, norm_mul, Complex.norm_real, norm_norm, h2] at hn
    rw [h, neg_add_cancel, norm_zero] at key
    by_cases h0 : ‖H m n‖ = 0
    · have hb := abs_le.1 (pairICOHP_saturation hP hH hmn).1
      linarith [hb.1, hb.2]
    · apply mul_left_cancel₀ h0
      linear_combination (-1 / 2) * key
        - (1 / 2) * (2 * ‖H m n‖ * ‖P m n‖ + ‖H m n‖) * hn
```

The equivalence therefore needs no nonzero coupling. Its proof names the expanded square `key` and treats the zero case separately. When $H_{mn}\ne0$, the criterion is $P_{mn}=-H_{mn}/(2|H_{mn}|)$.

## A unit phase and a nonnegative hopping strength

A half-filled dimer attains the bonding limit. With on-site energy $\varepsilon$, hopping strength $t\ge0$ and phase $|u|=1$, take
$$P=\tfrac12\begin{pmatrix}1&u\\\bar u&1\end{pmatrix},\qquad H=\begin{pmatrix}\varepsilon&-tu\\-t\bar u&\varepsilon\end{pmatrix}.$$

```lean
/-- The density matrix of a half-filled dimer with relative phase `u`. -/
def dimerProjector (u : ℂ) : Matrix (Fin 2) (Fin 2) ℂ :=
  !![1 / 2, u / 2; star u / 2, 1 / 2]

/-- The dimer Hamiltonian with on-site energy `ε` and hopping `-t u`. -/
def dimerHamiltonian (ε t : ℝ) (u : ℂ) : Matrix (Fin 2) (Fin 2) ℂ :=
  !![(ε : ℂ), -(t * u); -(t * star u), (ε : ℂ)]
```

The unit phase gives $u\bar u=1$, which makes each diagonal element of $P^2$ equal to $\frac14+\frac14=\frac12$; each off-diagonal element of $P^2$ reproduces that of $P$. The ICOHP is
$$I_{01}=2\,\mathrm{Re}\left(\tfrac u2\,\overline{(-tu)}\right)=-t=-|H_{01}|.$$

```lean
/-- For every phase `u` and hopping strength `t ≥ 0`, the dimer density matrix is a Hermitian
projector, the Hamiltonian is Hermitian, and the pair ICOHP equals `-|H 0 1|`. -/
theorem dimer_saturation_witness (ε t : ℝ) (ht : 0 ≤ t) (u : ℂ) (hu : ‖u‖ = 1) :
    IsDensityProjector (dimerProjector u) ∧ (dimerHamiltonian ε t u).IsHermitian ∧
      pairICOHP (dimerProjector u) (dimerHamiltonian ε t u) 0 1
        = -‖dimerHamiltonian ε t u 0 1‖ := by
  have huu : u * star u = 1 := by
    rw [Complex.star_def, Complex.mul_conj, Complex.normSq_eq_norm_sq, hu]
    norm_num
  have hP : IsDensityProjector (dimerProjector u) := by
    constructor
    · apply Matrix.IsHermitian.ext
      intro i j
      fin_cases i <;> fin_cases j <;> simp [dimerProjector]
    · have e1 : 1 / 2 * (1 / 2) + u / 2 * (star u / 2) = 1 / 2 := by
        linear_combination (1 / 4) * huu
      have e2 : 1 / 2 * (u / 2) + u / 2 * (1 / 2) = u / 2 := by ring
      have e3 : star u / 2 * (1 / 2) + 1 / 2 * (star u / 2) = star u / 2 := by ring
      have e4 : star u / 2 * (u / 2) + 1 / 2 * (1 / 2) = 1 / 2 := by
        linear_combination (1 / 4) * huu
      rw [dimerProjector, Matrix.mul_fin_two, e1, e2, e3, e4]
  have hH : (dimerHamiltonian ε t u).IsHermitian := by
    apply Matrix.IsHermitian.ext
    intro i j
    fin_cases i <;> fin_cases j <;> simp [dimerHamiltonian]
  refine ⟨hP, hH, ?_⟩
  have a : dimerProjector u 0 1 = u / 2 := rfl
  have b : dimerHamiltonian ε t u 0 1 = -(t * u) := rfl
  have c : u / 2 * star (-((t : ℂ) * u)) = ((-t / 2 : ℝ) : ℂ) := by
    have hs : star (-((t : ℂ) * u)) = -((t : ℂ) * star u) := by simp
    rw [hs]
    push_cast
    linear_combination (-(t : ℂ) / 2) * huu
  rw [pairICOHP_eq hP.herm hH, a, b, c, Complex.ofReal_re, norm_neg, norm_mul, hu,
    Complex.norm_real, Real.norm_eq_abs, abs_of_nonneg ht]
  ring

end

end ICOHPSaturation
```

In the proof, `huu` enters the idempotency check through `e1` and `e4` and the ICOHP through `c`; `ht` identifies $|t|$ with $t$. If $|u|\ne1$, this $P$ is not a projector. If $t<0$ with the same $P$, the ICOHP is $+|H_{01}|$, the antibonding limit.

```lean
#print axioms ICOHPSaturation.saturated_pair_orbitals
#print axioms ICOHPSaturation.pairICOHP_saturation
#print axioms ICOHPSaturation.pairICOHP_eq_neg_norm_iff
```

```
'ICOHPSaturation.saturated_pair_orbitals' depends on axioms: [propext, Classical.choice, Quot.sound]
'ICOHPSaturation.pairICOHP_saturation' depends on axioms: [propext, Classical.choice, Quot.sound]
'ICOHPSaturation.pairICOHP_eq_neg_norm_iff' depends on axioms: [propext, Classical.choice, Quot.sound]
```
